# On finitely many spin orbitals, the lowest energy per electron pair of a Hermitian pure two-body operator never falls as electrons are added

Put three electrons into the spin orbitals 0, 1 and 2. There is only one such state, |012⟩, and removing the electron from orbital 0, 1 or 2 leaves |12⟩, −|02⟩ or |01⟩. An operator W that acts only on pairs has in |012⟩ the energy

E_3 = ⟨01|W|01⟩ + ⟨02|W|02⟩ + ⟨12|W|12⟩.

Each term is the energy of a two-electron state, so none lies below the lowest two-electron energy E_2. Hence E_3 ≥ 3 E_2.

For numbers, let W have diagonal elements −1, 2 and 2 in |01⟩, |02⟩ and |12⟩, and let a real element 2 couple |01⟩ to |02⟩. The coupled block has trace 1 and determinant −6, hence eigenvalues −2 and 3; the third pair level is 2. So E_2 = −2 and E_3 = −1 + 2 + 2 = 3. The energy per pair rises from −2 to 3/3 = 1.

For N electrons in M spin orbitals, 3 ≤ N ≤ M, the same averaging gives

N E_(N−1) ≤ (N−2) E_N.

In a finite orbital basis this bounds the lowest N-electron energy E_N from below by N/(N−2) times the lowest energy with one electron fewer, provided that both belong to the same pure two-body W.

## Finitely many spin orbitals

```lean
import Mathlib

open Matrix

namespace TwoBodyEnergyPerPair

noncomputable section

variable {M : ℕ}
```

A Fock vector is a list of amplitudes ψ(S), one for each set S of occupied orbitals, and an operator is a finite matrix.

```lean
/-- Fock vectors on `M` spin orbitals: one amplitude for each set of occupied orbitals. -/
abbrev Fock (M : ℕ) := Finset (Fin M) → ℂ

/-- Operators on Fock space, as matrices in the occupation basis. -/
abbrev Op (M : ℕ) := Matrix (Finset (Fin M)) (Finset (Fin M)) ℂ
```

The annihilator a_k carries the sign sgn_k(S) = (−1)^(number of occupied orbitals below k). Creators are conjugate transposes, written `ᴴ`.

```lean
/-- The fermionic sign: minus one to the number of occupied orbitals below `k`. -/
def sgn (k : Fin M) (S : Finset (Fin M)) : ℂ := (-1) ^ (S.filter (· < k)).card

/-- The operator that annihilates an electron in orbital `k`. -/
def ann (k : Fin M) : Op M :=
  fun S T => if k ∈ S then 0 else if T = insert k S then sgn k S else 0
```

The interaction is W = ∑ w_pqrs a†_p a†_q a_s a_r. The coefficients need no symmetry of their own, and the usual factor 1/2 is absorbed in them.

```lean
/-- The pure two-body operator `∑ w_pqrs a†_p a†_q a_s a_r`. -/
def twoBody (w : Fin M → Fin M → Fin M → Fin M → ℂ) : Op M :=
  ∑ p, ∑ q, ∑ r, ∑ s, w p q r s • ((ann p)ᴴ * (ann q)ᴴ * ann s * ann r)
```

`Sector N ψ` says that ψ has amplitudes only on sets of N orbitals. The inner product ⟨φ, χ⟩ is `star φ ⬝ᵥ χ`, and `energies A N` collects the real expectation values in normalised N-electron states.

```lean
/-- The vector `ψ` lies in the `N`-electron sector. -/
def Sector (N : ℕ) (ψ : Fock M) : Prop := ∀ S, S.card ≠ N → ψ S = 0

/-- The expectation value `⟨ψ, A ψ⟩`, without normalisation. -/
def expectation (A : Op M) (ψ : Fock M) : ℂ := star ψ ⬝ᵥ (A *ᵥ ψ)

/-- The real expectation values of `A` in normalised `N`-electron states. -/
def energies (A : Op M) (N : ℕ) : Set ℝ :=
  {e | ∃ ψ : Fock M, Sector N ψ ∧ star ψ ⬝ᵥ ψ = 1 ∧ expectation A ψ = (e : ℂ)}
```

Finite M makes every sum finite. In an infinite basis the lowest energy may be only an infimum that no state reaches, and the argument below starts from a state that reaches it.

## A definite electron number

By the definition of `ann`, (a_k ψ)(S) is zero if k ∈ S, and sgn_k(S) ψ(S ∪ {k}) otherwise.

```lean
/-- The amplitudes of `a_k ψ`. -/
theorem ann_apply (k : Fin M) (ψ : Fock M) (S : Finset (Fin M)) :
    (ann k *ᵥ ψ) S = if k ∈ S then 0 else sgn k S * ψ (insert k S) := by
  by_cases h : k ∈ S <;> simp [ann, Matrix.mulVec, dotProduct, h]
```

Take k < l, both absent from S. Then

(a_k a_l ψ)(S) = sgn_k(S) sgn_l(S ∪ {k}) ψ(S ∪ {k, l}) = −sgn_k(S) sgn_l(S) ψ(S ∪ {k, l}),

because the electron in k lies below l. In the other order, the electron in l does not lie below k and there is no minus sign. So a_k a_l = −a_l a_k; if k = l, or if S contains k or l, both sides vanish. In the proof, `hs` is the sign rule and `lt_trichotomy` separates the cases.

```lean
/-- Annihilation operators anticommute on every Fock vector. -/
theorem ann_anticomm (k l : Fin M) (ψ : Fock M) :
    ann k *ᵥ (ann l *ᵥ ψ) = -(ann l *ᵥ (ann k *ᵥ ψ)) := by
  ext S
  -- an extra electron in `i` flips the sign of every orbital above it
  have hs : ∀ i j : Fin M, i ∉ S →
      sgn j (insert i S) = if i < j then -sgn j S else sgn j S := by
    intro i j hi
    unfold sgn
    rw [Finset.filter_insert]
    split_ifs with h
    · rw [Finset.card_insert_of_notMem (by simp [hi]), pow_succ]
      ring
    · rfl
  rw [Pi.neg_apply]
  simp only [ann_apply]
  by_cases hk : k ∈ S
  · simp [hk]
  by_cases hl : l ∈ S
  · simp [hl]
  rw [Finset.insert_comm l k S]
  rcases lt_trichotomy k l with h | h | h
  rotate_left
  · subst h
    simp
  all_goals
    simp only [Finset.mem_insert, hk, hl, h.ne, h.ne', or_self, ↓reduceIte,
      hs k l hk, hs l k hl, h, lt_asymm h]
    ring
```

Annihilation lowers the electron number by one.

```lean
/-- Annihilation takes an `(n+1)`-electron vector to the `n`-electron sector. -/
theorem Sector.ann {n : ℕ} {ψ : Fock M} (h : Sector (n + 1) ψ) (k : Fin M) :
    Sector n (ann k *ᵥ ψ) := by
  intro S hS
  rw [ann_apply]
  split_ifs with hk
  · rfl
  · rw [h _ (by rw [Finset.card_insert_of_notMem hk]; omega), mul_zero]
```

If χ has n electrons, the signs square to one and

∑_k ⟨a_k φ, a_k χ⟩ = ∑_k ∑_(T ∋ k) φ(T)* χ(T) = ∑_T |T| φ(T)* χ(T) = n ⟨φ, χ⟩.

The first equality replaces sets S without k by sets T = S ∪ {k}, which is `hins`. `Finset.sum_comm` then exchanges the sums, so that each T is counted |T| times.

```lean
/-- If `χ` has `n` electrons, the overlaps of `a_k φ` with `a_k χ` add up to `n ⟨φ, χ⟩`. -/
theorem sum_ann {n : ℕ} (φ χ : Fock M) (hχ : Sector n χ) :
    ∑ k, star (ann k *ᵥ φ) ⬝ᵥ (ann k *ᵥ χ) = n * (star φ ⬝ᵥ χ) := by
  -- sets without `k` correspond to sets with `k`
  have hins : ∀ (k : Fin M) (f : Fock M),
      ∑ S, (if k ∈ S then 0 else f (insert k S)) = ∑ T, if k ∈ T then f T else 0 := by
    intro k f
    calc _ = ∑ S ∈ Finset.univ.filter (fun S => k ∉ S), f (insert k S) := by
          rw [Finset.sum_filter]
          refine Finset.sum_congr rfl fun S _ => ?_
          by_cases h : k ∈ S <;> simp [h]
      _ = ∑ T ∈ Finset.univ.filter (fun T => k ∈ T), f T := by
          refine Finset.sum_nbij' (fun S => insert k S) (fun T => T.erase k) ?_ ?_ ?_ ?_ ?_
          · intro S _; simp
          · intro T _; simp
          · intro S hS; exact Finset.erase_insert (by simpa using hS)
          · intro T hT; exact Finset.insert_erase (by simpa using hT)
          · intro S _; rfl
      _ = _ := by rw [Finset.sum_filter]
  have h1 : ∀ k, star (ann k *ᵥ φ) ⬝ᵥ (ann k *ᵥ χ) =
      ∑ T, if k ∈ T then star (φ T) * χ T else 0 := by
    intro k
    refine Eq.trans ?_ (hins k (fun T => star (φ T) * χ T))
    rw [dotProduct]
    refine Finset.sum_congr rfl fun S _ => ?_
    rw [Pi.star_apply, ann_apply, ann_apply]
    by_cases h : k ∈ S
    · simp [h]
    · have hs : star (sgn k S) * sgn k S = 1 := by
        rw [sgn, star_pow, star_neg, star_one, ← mul_pow]
        norm_num
      simp only [if_neg h, star_mul']
      linear_combination (star (φ (insert k S)) * χ (insert k S)) * hs
  simp only [h1]
  rw [Finset.sum_comm, dotProduct, Finset.mul_sum]
  refine Finset.sum_congr rfl fun T _ => ?_
  rw [Finset.sum_ite_mem, Finset.univ_inter, Finset.sum_const, nsmul_eq_mul]
  by_cases hT : T.card = n
  · rw [hT]; rfl
  · simp [hχ T hT]
```

Here the definite electron number enters: |T| = n wherever χ(T) ≠ 0. For a superposition of different electron numbers, |T| varies and no single factor n comes out.

## An interaction with no one-body part

Moving the creators to the left of the inner product gives

⟨φ, Wφ⟩ = ∑ w_pqrs ⟨a_q a_p φ, a_s a_r φ⟩.

```lean
/-- The adjoint moves to the other side of the inner product. -/
theorem adjoint_move (A : Op M) (φ χ : Fock M) :
    star φ ⬝ᵥ (Aᴴ *ᵥ χ) = star (A *ᵥ φ) ⬝ᵥ χ := by
  rw [Matrix.star_mulVec, Matrix.dotProduct_mulVec]
```

In the next proof the additive map `L` takes the expectation value inside the fourfold sum, and `adjoint_move` does the rest.

```lean
/-- A two-body expectation value is a sum, with coefficients `w`, of overlaps of vectors with two
electrons removed. -/
theorem expectation_twoBody (w : Fin M → Fin M → Fin M → Fin M → ℂ) (φ : Fock M) :
    expectation (twoBody w) φ = ∑ p, ∑ q, ∑ r, ∑ s, w p q r s *
      (star (ann q *ᵥ (ann p *ᵥ φ)) ⬝ᵥ (ann s *ᵥ (ann r *ᵥ φ))) := by
  let L : Op M →+ ℂ := AddMonoidHom.mk' (fun A => expectation A φ) fun A B => by
    simp only [expectation, Matrix.add_mulVec, dotProduct_add]
  change L (twoBody w) = _
  simp only [twoBody, map_sum]
  refine Finset.sum_congr rfl fun p _ => Finset.sum_congr rfl fun q _ =>
    Finset.sum_congr rfl fun r _ => Finset.sum_congr rfl fun s _ => ?_
  change star φ ⬝ᵥ ((w p q r s • ((ann p)ᴴ * (ann q)ᴴ * ann s * ann r)) *ᵥ φ) = _
  rw [Matrix.smul_mulVec, dotProduct_smul, smul_eq_mul]
  simp only [← Matrix.mulVec_mulVec, adjoint_move]
```

Now let ψ have N electrons and set φ = a_k ψ. Passing a_k through two annihilators costs two minus signs, so a_q a_p a_k ψ = a_k a_q a_p ψ; this is `pull`. The vector a_s a_r ψ has N−2 electrons, and the counting rule gives

∑_k ⟨a_k ψ, W a_k ψ⟩ = (N−2) ⟨ψ, Wψ⟩.

In Lean, N−2 is `n`. The repeated `Finset.sum_comm` carries the sum over k to the inside, where `sum_ann` applies.

```lean
/-- For an `(n+2)`-electron vector `ψ`, the two-body expectation values of all `a_k ψ`
add up to `n` times that of `ψ`. -/
theorem sum_expectation (w : Fin M → Fin M → Fin M → Fin M → ℂ) {n : ℕ} {ψ : Fock M}
    (hψ : Sector (n + 2) ψ) :
    ∑ k, expectation (twoBody w) (ann k *ᵥ ψ) = n * expectation (twoBody w) ψ := by
  -- `a_k` passes a pair of annihilators without a sign
  have pull : ∀ k p q : Fin M,
      ann q *ᵥ (ann p *ᵥ (ann k *ᵥ ψ)) = ann k *ᵥ (ann q *ᵥ (ann p *ᵥ ψ)) := by
    intro k p q
    rw [ann_anticomm p k, Matrix.mulVec_neg, ann_anticomm q k, neg_neg]
  simp only [expectation_twoBody, Finset.mul_sum]
  refine Finset.sum_comm.trans (Finset.sum_congr rfl fun p _ => ?_)
  refine Finset.sum_comm.trans (Finset.sum_congr rfl fun q _ => ?_)
  refine Finset.sum_comm.trans (Finset.sum_congr rfl fun r _ => ?_)
  refine Finset.sum_comm.trans (Finset.sum_congr rfl fun s _ => ?_)
  -- count the `n` electrons that remain
  have h : ∑ k, star (ann q *ᵥ (ann p *ᵥ (ann k *ᵥ ψ))) ⬝ᵥ
      (ann s *ᵥ (ann r *ᵥ (ann k *ᵥ ψ))) =
      n * (star (ann q *ᵥ (ann p *ᵥ ψ)) ⬝ᵥ (ann s *ᵥ (ann r *ᵥ ψ))) := by
    rw [← sum_ann _ _ ((hψ.ann r).ann s)]
    exact Finset.sum_congr rfl fun k _ => by rw [pull k p q, pull k r s]
  rw [← Finset.mul_sum, h]
  ring
```

A one-body term would leave N−1 electrons to count instead of N−2. The inequality does fail for the number operator, which is Hermitian and one-body: E_N = N, and N = 3 would require 6 ≤ 3. At fixed N, the one-body part of a molecular Hamiltonian can be rewritten as a two-body term with a factor 1/(N−1). The resulting W depends on N, so the theorem does not compare a molecule with its cation.

## Hermiticity

Physically, W is an observable and its expectation values are real. By hand, this is used when a_k ψ serves as a trial state. For an N-electron φ ≠ 0, the normalised vector φ/‖φ‖ has energy at least E_N, so

E_N ⟨φ, φ⟩ ≤ ⟨φ, Wφ⟩,

and for φ = 0 both sides vanish. In the proof, `hreal` derives reality from `hA`, the number `t` is 1/‖φ‖, and `hmem` places the rescaled energy in `energies A N`.

```lean
/-- Variational principle: if `E` is the lowest `N`-electron energy of a Hermitian `A`,
then `E ⟨φ, φ⟩ ≤ ⟨φ, A φ⟩` for every `N`-electron vector `φ`. -/
theorem variational {A : Op M} (hA : A.IsHermitian) {N : ℕ} {E : ℝ}
    (hE : IsLeast (energies A N) E) {φ : Fock M} (hφ : Sector N φ) :
    E * (star φ ⬝ᵥ φ).re ≤ (expectation A φ).re := by
  by_cases h0 : φ = 0
  · subst h0
    simp [expectation]
  have hreal : ((expectation A φ).re : ℂ) = expectation A φ := by
    have h : expectation A φ = star (expectation A φ) := by
      unfold expectation
      calc star φ ⬝ᵥ (A *ᵥ φ) = star (star (A *ᵥ φ) ⬝ᵥ φ) := Matrix.star_dotProduct _ _
        _ = _ := by rw [← adjoint_move, hA.eq]
    exact Complex.conj_eq_iff_re.mp h.symm
  have hn : star φ ⬝ᵥ φ = ((∑ S, Complex.normSq (φ S) : ℝ) : ℂ) := by
    rw [dotProduct, Complex.ofReal_sum]
    refine Finset.sum_congr rfl fun S _ => ?_
    rw [Complex.normSq_eq_conj_mul_self]
    rfl
  obtain ⟨S, hS⟩ := Function.ne_iff.mp h0
  have hc : 0 < ∑ S, Complex.normSq (φ S) :=
    Finset.sum_pos' (fun _ _ => Complex.normSq_nonneg _)
      ⟨S, Finset.mem_univ S, Complex.normSq_pos.mpr hS⟩
  generalize (∑ S, Complex.normSq (φ S)) = c at hc hn
  -- normalise `φ` by the factor `t`
  obtain ⟨t, ht⟩ : ∃ t : ℝ, t ^ 2 * c = 1 :=
    ⟨(√c)⁻¹, by rw [inv_pow, Real.sq_sqrt hc.le, inv_mul_cancel₀ hc.ne']⟩
  have hscale : ∀ B : Op M,
      expectation B ((t : ℂ) • φ) = (t : ℂ) ^ 2 * expectation B φ := by
    intro B
    unfold expectation
    rw [Matrix.mulVec_smul, star_smul, smul_dotProduct, dotProduct_smul]
    simp only [smul_eq_mul, Complex.star_def, Complex.conj_ofReal]
    ring
  have hmem : t ^ 2 * (expectation A φ).re ∈ energies A N := by
    refine ⟨(t : ℂ) • φ, fun S hS => by simp [hφ S hS], ?_, ?_⟩
    · have h := hscale 1
      simp only [expectation, Matrix.one_mulVec] at h
      rw [h, hn]
      exact_mod_cast ht
    · rw [hscale, Complex.ofReal_mul, Complex.ofReal_pow, hreal]
  rw [hn, Complex.ofReal_re]
  calc _ ≤ t ^ 2 * (expectation A φ).re * c :=
        mul_le_mul_of_nonneg_right (hE.2 hmem) hc.le
    _ = _ := by linear_combination (expectation A φ).re * ht
```

For a non-Hermitian operator this lemma can fail. If W has the single element −1 + i, on |01⟩, then among two-electron states of three orbitals the only real expectation value is 0, yet |01⟩ has real part −1. The inequality between E_(N−1) and E_N would survive by a different argument, since the complex expectation values in a sector form a convex set.

## Lowest energies that some state attains

`IsLeast (energies (twoBody w) N) E` says that E is the energy of some normalised N-electron state and that no such state lies lower. The theorems assume this. For a Hermitian W and N ≤ M the assumption is met by the lowest eigenvalue of the N-electron block.

Let ψ be a normalised state with energy E_N. Applying the variational bound to every a_k ψ and summing gives

E_(N−1) ∑_k ⟨a_k ψ, a_k ψ⟩ ≤ ∑_k ⟨a_k ψ, W a_k ψ⟩.

The left side is N E_(N−1) and the right side is (N−2) E_N. In the proof, these two sums are `hnum` and `hsum`, and `hk` is the summed bound.

```lean
/-- If `E` and `E'` are the lowest energies of a Hermitian pure two-body operator for
`N ≥ 2` and `N-1` electrons, then `N E' ≤ (N-2) E`. -/
theorem lowest_energy_step {w : Fin M → Fin M → Fin M → Fin M → ℂ}
    (hW : (twoBody w).IsHermitian) {N : ℕ} (h2 : 2 ≤ N) {E E' : ℝ}
    (hE : IsLeast (energies (twoBody w) N) E)
    (hE' : IsLeast (energies (twoBody w) (N - 1)) E') :
    (N : ℝ) * E' ≤ ((N : ℝ) - 2) * E := by
  obtain ⟨n, rfl⟩ : ∃ n, N = n + 2 := ⟨N - 2, by omega⟩
  have hE1 : IsLeast (energies (twoBody w) (n + 1)) E' := hE'
  obtain ⟨ψ, hψ, h1, hEψ⟩ := hE.1
  have hsum := sum_expectation w hψ
  have hnum := sum_ann ψ ψ hψ
  rw [hEψ] at hsum
  rw [h1] at hnum
  -- each `a_k ψ` is a trial vector with one electron fewer
  have hk : ∑ k, E' * (star (ann k *ᵥ ψ) ⬝ᵥ (ann k *ᵥ ψ)).re ≤
      ∑ k, (expectation (twoBody w) (ann k *ᵥ ψ)).re :=
    Finset.sum_le_sum fun k _ => variational hW hE1 (hψ.ann k)
  rw [← Finset.mul_sum, ← Complex.re_sum, ← Complex.re_sum, hnum, hsum] at hk
  have e1 : (((n + 2 : ℕ) : ℂ) * 1).re = (n : ℝ) + 2 := by simp
  have e2 : ((n : ℂ) * (E : ℂ)).re = n * E := by simp
  rw [e1, e2] at hk
  push_cast
  linarith
```

For N electrons only the existence of ψ is used, and for N−1 electrons only the lower bound. That bound is needed: with the excited pair level 3 of the numerical example in place of E_2, the claim would read 9 ≤ 3.

## Between two and M electrons

The energy per pair is E_N divided by N(N−1)/2, so there must be at least one pair; above M electrons there are no states. With n+1 electrons in place of N, the inequality reads (n+1) E_n ≤ (n−1) E_(n+1). Multiplying by n/2 and dividing by the two positive pair counts gives

E_n / (n(n−1)/2) ≤ E_(n+1) / ((n+1)n/2).

Chaining these steps from m up to n is the induction `Nat.le_induction`; `div_le_div_iff₀` clears the denominators.

```lean
/-- Let `E N` be the lowest `N`-electron energy of a Hermitian pure two-body operator for
`2 ≤ N ≤ M`. Then the energy per pair does not decrease from `m` to `n` electrons
when `2 ≤ m ≤ n ≤ M`. -/
theorem energy_per_pair_mono {w : Fin M → Fin M → Fin M → Fin M → ℂ}
    (hW : (twoBody w).IsHermitian) {E : ℕ → ℝ}
    (hE : ∀ N, 2 ≤ N → N ≤ M → IsLeast (energies (twoBody w) N) (E N))
    {m n : ℕ} (hm : 2 ≤ m) (hmn : m ≤ n) (hn : n ≤ M) :
    E m / ((m : ℝ) * ((m : ℝ) - 1) / 2) ≤ E n / ((n : ℝ) * ((n : ℝ) - 1) / 2) := by
  induction n, hmn using Nat.le_induction with
  | base => exact le_rfl
  | succ n hmn ih =>
    refine (ih (by omega)).trans ?_
    have h := lowest_energy_step hW (N := n + 1) (E' := E n) (by omega)
      (hE (n + 1) (by omega) hn) (hE n (by omega) (by omega))
    have h2 : (2 : ℝ) ≤ n := by exact_mod_cast hm.trans hmn
    push_cast at h ⊢
    rw [div_le_div_iff₀ (by nlinarith) (by nlinarith)]
    have h' := mul_le_mul_of_nonneg_left h (show (0 : ℝ) ≤ n / 2 by linarith)
    linarith

end

end TwoBodyEnergyPerPair
```

The single step `lowest_energy_step` also admits N = 2, where it says only 2 E_1 ≤ 0; a pure two-body operator gives one electron zero energy. In `energy_per_pair_mono`, the condition 2 ≤ m keeps the pair count away from zero.

```lean
#print axioms TwoBodyEnergyPerPair.energy_per_pair_mono
-- 'TwoBodyEnergyPerPair.energy_per_pair_mono' depends on axioms: [propext, Classical.choice, Quot.sound]
```
